# A quadratic fermion Hamiltonian fixes its hopping matrix, antisymmetric pairing matrix and constant

Fermion modes are taken here as elements c_i of an abstract complex algebra A with a star operation, constrained only by their anticommutation relations. No Fock space or vacuum is chosen; the result needs only that A is nontrivial (1 ≠ 0), so it holds in every representation on a nonzero space. The label i runs over a finite set `n` and stands for a complete single-particle state, spin included. The adjoint `star (c i)` is written c_i† below, and 1 is the identity of A.

In Lean 4 with Mathlib:

```lean
import Mathlib

open Matrix ComplexConjugate

namespace QuadraticFermionUniqueness

noncomputable section

variable {n A : Type*} [Fintype n] [DecidableEq n] [Ring A] [StarRing A]
```

With {X, Y} = XY + YX, the canonical anticommutation relations are

{c_i, c_j} = 0

{c_i, c_j†} = δ_ij 1.

`IsCAR c` records these two families.

```lean
/-- The canonical anticommutation relations for annihilation operators `c i`
with creation operators `star (c i)`. -/
structure IsCAR {n A : Type*} [DecidableEq n] [Ring A] [StarRing A] (c : n → A) : Prop where
  anti : ∀ i j, c i * c j + c j * c i = 0
  mixed : ∀ i j, c i * star (c j) + star (c j) * c i = if i = j then 1 else 0
```

For a hopping matrix h and a pairing matrix D, the Hamiltonian is

K(h,D) = Σ_ij h_ij c_i† c_j + ½ Σ_ij (D_ij c_i† c_j† + conj(D_ij) c_j c_i).

The double sum visits each pair of modes twice, hence the factor ½. A chemical potential belongs to the diagonal of h. The matrix h may be any complex matrix; Hermiticity, which a physical Hamiltonian would have, is never used.

```lean
/-- The quadratic Hamiltonian with hopping matrix `h` and pairing matrix `D`. -/
def quadHam [Algebra ℂ A] (c : n → A) (h D : Matrix n n ℂ) : A :=
  ∑ i, ∑ j, h i j • (star (c i) * c j) +
    (1 / 2 : ℂ) • ∑ i, ∑ j, (D i j • (star (c i) * star (c j)) + conj (D i j) • (c j * c i))
```

The relation between two creation operators follows by taking the adjoint of {c_j, c_i} = 0, which reverses each product:

c_i† c_j† + c_j† c_i† = 0.

```lean
omit [Fintype n] in
/-- Creation operators anticommute with each other. -/
theorem creation_anti {c : n → A} (car : IsCAR c) (i j : n) :
    star (c i) * star (c j) + star (c j) * star (c i) = 0 := by
  have h := congrArg star (car.anti j i)
  simpa only [star_add, star_mul, star_zero] using h
```

## Reading off coefficients with anticommutators

Suppose a combination of modes vanishes:

Σ_j a_j c_j + Σ_j b_j c_j† = 0.

Anticommuting with c_l† removes every creation term and leaves a_l 1 = 0. Anticommuting with c_l leaves b_l 1 = 0. Since A is nontrivial, 1 ≠ 0, and all coefficients vanish. In the proof, `anticomm` supplies the anticommutator as a linear map `L`, which is applied to both sides of the relation `H`.

```lean
variable [Algebra ℂ A]

/-- Annihilation and creation operators are jointly linearly independent. -/
theorem modes_independent [Nontrivial A] {c : n → A} (car : IsCAR c) (a b : n → ℂ)
    (H : ∑ j, a j • c j + ∑ j, b j • star (c j) = 0) :
    (∀ l, a l = 0) ∧ (∀ l, b l = 0) := by
  have anticomm : ∀ y : A, ∃ L : A →ₗ[ℂ] A, ∀ x, L x = x * y + y * x := fun y =>
    ⟨LinearMap.mulRight ℂ y + LinearMap.mulLeft ℂ y, fun x => by simp⟩
  constructor
  · -- the anticommutator with a creation operator isolates `a l`
    intro l
    obtain ⟨L, hL⟩ := anticomm (star (c l))
    have key := congrArg L H
    simp only [map_add, map_sum, map_smul, map_zero] at key
    simp only [hL, car.mixed, creation_anti car, smul_ite, smul_zero, Finset.sum_const_zero,
      add_zero, Finset.sum_ite_eq', Finset.mem_univ, if_true] at key
    exact (smul_eq_zero.mp key).resolve_right one_ne_zero
  · -- the anticommutator with an annihilation operator isolates `b l`
    intro l
    obtain ⟨L, hL⟩ := anticomm (c l)
    have hm : ∀ j, star (c j) * c l + c l * star (c j) = if l = j then 1 else 0 := fun j => by
      rw [add_comm, car.mixed]
    have key := congrArg L H
    simp only [map_add, map_sum, map_smul, map_zero] at key
    simp only [hL, car.anti, hm, smul_ite, smul_zero, Finset.sum_const_zero,
      zero_add, Finset.sum_ite_eq, Finset.mem_univ, if_true] at key
    exact (smul_eq_zero.mp key).resolve_right one_ne_zero
```

With [X, Y] = XY − YX, commutators of bilinears reduce to anticommutators through

[XY, Z] = X{Y, Z} − {X, Z}Y.

The three kinds of term give

[c_i† c_j, c_k] = −δ_ki c_j

[c_i† c_j†, c_k] = δ_kj c_i† − δ_ki c_j†

[c_j c_i, c_k] = 0.

Multiplying by the coefficients and summing,

[K, c_k] = −Σ_j h_kj c_j + ½ Σ_j (D_jk − D_kj) c_j†.

The facts `hop`, `create` and `annih` are the three commutators, with `noncomm_ring` checking the identity behind each; `e1` and `e2` carry out the sums over Kronecker deltas.

```lean
/-- The commutator of a quadratic Hamiltonian with an annihilation operator is a linear
combination of annihilation and creation operators. -/
theorem quadHam_commutator {c : n → A} (car : IsCAR c) (h D : Matrix n n ℂ) (k : n) :
    quadHam c h D * c k - c k * quadHam c h D =
      ∑ j, (-h k j) • c j + ∑ j, ((1 / 2 : ℂ) * (D j k - D k j)) • star (c j) := by
  -- commutators of the three kinds of bilinears
  have hop : ∀ i j, star (c i) * c j * c k - c k * (star (c i) * c j) =
      -(if k = i then c j else 0) := fun i j => by
    have e : star (c i) * c j * c k - c k * (star (c i) * c j) =
        star (c i) * (c j * c k + c k * c j)
          - (c k * star (c i) + star (c i) * c k) * c j := by noncomm_ring
    rw [e, car.anti, car.mixed]
    split_ifs <;> simp
  have create : ∀ i j, star (c i) * star (c j) * c k - c k * (star (c i) * star (c j)) =
      (if k = j then star (c i) else 0) - (if k = i then star (c j) else 0) := fun i j => by
    have e : star (c i) * star (c j) * c k - c k * (star (c i) * star (c j)) =
        star (c i) * (c k * star (c j) + star (c j) * c k)
          - (c k * star (c i) + star (c i) * c k) * star (c j) := by noncomm_ring
    rw [e, car.mixed k j, car.mixed k i]
    split_ifs <;> simp
  have annih : ∀ i j, c j * c i * c k - c k * (c j * c i) = 0 := fun i j => by
    have e : c j * c i * c k - c k * (c j * c i) =
        c j * (c i * c k + c k * c i) - (c j * c k + c k * c j) * c i := by noncomm_ring
    rw [e, car.anti i k, car.anti j k]
    simp
  have e1 : ∀ f : n → n → A, ∑ i, ∑ j, (if k = i then f i j else 0) = ∑ j, f k j := fun f => by
    rw [Finset.sum_comm]
    simp
  have e2 : ∀ f : n → n → A, ∑ i, ∑ j, (if k = j then f i j else 0) = ∑ i, f i k := fun f => by
    simp
  obtain ⟨L, hL⟩ : ∃ L : A →ₗ[ℂ] A, ∀ x, L x = x * c k - c k * x :=
    ⟨LinearMap.mulRight ℂ (c k) - LinearMap.mulLeft ℂ (c k), fun x => by simp⟩
  -- extend to the whole Hamiltonian by linearity
  simp only [neg_smul, mul_smul, ← Finset.smul_sum, Finset.sum_neg_distrib]
  rw [← hL, quadHam]
  simp only [map_add, map_sum, map_smul]
  simp only [hL, hop, create, annih, smul_neg, smul_sub, smul_ite, smul_zero, add_zero,
    Finset.sum_neg_distrib, Finset.sum_sub_distrib, e1, e2, sub_smul]
```

## Why the pairing matrix is antisymmetric

Only D_jk − D_kj appears in the commutator. Indeed, let D be symmetric and write the pairing summand as

f_ij = D_ij c_i† c_j† + conj(D_ij) c_j c_i.

Then f_ij + f_ji = 0 by anticommutation. Exchanging the summation labels gives 2 Σ_ij f_ij = 0, so K(0,D) = 0. A symmetric part of D is therefore invisible in the operator, and requiring Dᵀ = −D removes this redundancy.

```lean
/-- The quadratic Hamiltonian with zero hopping matrix and a symmetric pairing matrix is zero. -/
theorem symmetric_pairing_vanishes {c : n → A} (car : IsCAR c) {D : Matrix n n ℂ}
    (hD : Dᵀ = D) : quadHam c 0 D = 0 := by
  let f : n → n → A := fun i j =>
    D i j • (star (c i) * star (c j)) + conj (D i j) • (c j * c i)
  have hf : ∀ i j, f i j + f j i = 0 := fun i j => by
    have hs : D j i = D i j := congrFun (congrFun hD i) j
    have e : f i j + f j i = D i j • (star (c i) * star (c j) + star (c j) * star (c i))
        + conj (D i j) • (c j * c i + c i * c j) := by
      simp only [f, hs]
      module
    rw [e, creation_anti car, car.anti]
    simp
  -- exchanging the summation indices in one copy of the sum pairs `f i j` with `f j i`
  have e : ∑ i, ∑ j, f i j + ∑ i, ∑ j, f i j = ∑ i, ∑ j, (f i j + f j i) := by
    simp only [Finset.sum_add_distrib]
    congr 1
    exact Finset.sum_comm
  have h2 : (2 : ℂ) • ∑ i, ∑ j, f i j = 0 := by
    rw [two_smul, e]
    simp only [hf, Finset.sum_const_zero]
  have h0 : ∑ i, ∑ j, f i j = 0 := (smul_eq_zero.mp h2).resolve_left two_ne_zero
  change _ + (1 / 2 : ℂ) • ∑ i, ∑ j, f i j = 0
  rw [h0]
  simp
```

If K commutes with every c_k, the commutator formula is a vanishing combination of modes. Independence then gives h_kj = 0 and D_jk = D_kj. Conversely, h = 0 with symmetric D makes K zero, which commutes with everything.

```lean
/-- A quadratic Hamiltonian commutes with every annihilation operator exactly when its
hopping matrix is zero and its pairing matrix is symmetric. -/
theorem commutes_with_modes_iff [Nontrivial A] {c : n → A} (car : IsCAR c)
    (h D : Matrix n n ℂ) :
    (∀ k, quadHam c h D * c k = c k * quadHam c h D) ↔ h = 0 ∧ Dᵀ = D := by
  constructor
  · intro H
    have coeff := fun k => modes_independent car _ _
      ((quadHam_commutator car h D k).symm.trans (sub_eq_zero.mpr (H k)))
    constructor
    · ext i j
      exact neg_eq_zero.mp ((coeff i).1 j)
    · ext i j
      have hb := (coeff i).2 j
      change D j i = D i j
      linear_combination 2 * hb
  · rintro ⟨rfl, hD⟩ k
    rw [symmetric_pairing_vanishes car hD, zero_mul, mul_zero]
```

Now let Dᵀ = −D and K(h,D) = z 1 for a complex number z. A multiple of the identity commutes with every c_k, so h = 0 and Dᵀ = D. The two conditions on D give D_ij = −D_ij, hence D = 0. What remains is 0 = z 1, so z = 0. The converse is immediate.

```lean
/-- A quadratic Hamiltonian with antisymmetric pairing matrix equals the constant `z`
exactly when its hopping matrix, its pairing matrix and `z` are all zero. -/
theorem quadHam_eq_scalar_iff [Nontrivial A] {c : n → A} (car : IsCAR c)
    (h : Matrix n n ℂ) {D : Matrix n n ℂ} (hD : Dᵀ = -D) (z : ℂ) :
    quadHam c h D = z • (1 : A) ↔ h = 0 ∧ D = 0 ∧ z = 0 := by
  have hzero : quadHam c 0 0 = 0 := symmetric_pairing_vanishes car Matrix.transpose_zero
  constructor
  · intro hK
    -- a constant commutes with every mode
    obtain ⟨h0, hs⟩ := (commutes_with_modes_iff car h D).mp fun k => by
      rw [hK, smul_mul_assoc, one_mul, mul_smul_comm, mul_one]
    have D0 : D = 0 := by
      ext i j
      have h1 : D j i = D i j := congrFun (congrFun hs i) j
      have h2 : D j i = -D i j := congrFun (congrFun hD i) j
      change D i j = 0
      linear_combination (h2 - h1) / 2
    rw [h0, D0, hzero] at hK
    exact ⟨h0, D0, (smul_eq_zero.mp hK.symm).resolve_right one_ne_zero⟩
  · rintro ⟨rfl, rfl, rfl⟩
    rw [hzero, zero_smul]
```

## Comparing two Hamiltonians

K is additive in its matrices, complex conjugation included:

K(h − h′, D − D′) = K(h,D) − K(h′,D′).

```lean
omit [DecidableEq n] in
/-- The difference of two quadratic Hamiltonians is the quadratic Hamiltonian of the
differences of their matrices. -/
theorem quadHam_sub (c : n → A) (h h' D D' : Matrix n n ℂ) :
    quadHam c (h - h') (D - D') = quadHam c h D - quadHam c h' D' := by
  simp only [quadHam, Matrix.sub_apply, map_sub, sub_smul, Finset.sum_add_distrib,
    Finset.sum_sub_distrib]
  module
```

Let D and D′ be antisymmetric and let K(h,D) + z 1 = K(h′,D′) + z′ 1. Subtracting,

K(h − h′, D − D′) = (z′ − z) 1.

The difference D − D′ is again antisymmetric, so the previous result gives h = h′, D = D′ and z = z′. For mean-field models of superconductivity with finitely many modes and no quartic interaction, this justifies matching hopping matrices, pairing matrices and constants separately when two expressions denote the same operator, once both are written as K(h,D) + z 1 with antisymmetric D. The order of the factors matters here: a term c_i c_i† = 1 − c_i† c_i contributes to both the constant and the hopping matrix.

```lean
/-- If two quadratic Hamiltonians with antisymmetric pairing and additive constants are
equal as operators, their hopping matrices, pairing matrices and constants agree. -/
theorem coefficients_unique [Nontrivial A] {c : n → A} (car : IsCAR c)
    {h h' D D' : Matrix n n ℂ} (hD : Dᵀ = -D) (hD' : D'ᵀ = -D') {z z' : ℂ}
    (H : quadHam c h D + z • (1 : A) = quadHam c h' D' + z' • (1 : A)) :
    h = h' ∧ D = D' ∧ z = z' := by
  have hanti : (D - D')ᵀ = -(D - D') := by
    rw [Matrix.transpose_sub, hD, hD']
    abel
  have hK : quadHam c (h - h') (D - D') = (z' - z) • (1 : A) := by
    rw [quadHam_sub, sub_smul, sub_eq_sub_iff_add_eq_add, H]
    abel
  obtain ⟨a, b, d⟩ := (quadHam_eq_scalar_iff car _ hanti _).mp hK
  exact ⟨sub_eq_zero.mp a, sub_eq_zero.mp b, (sub_eq_zero.mp d).symm⟩
```

## Two modes as 4×4 matrices

The anticommutation relations have a concrete realisation. With a the 2×2 matrix whose only nonzero entry is a 1 in the upper right corner, I the 2×2 identity and Z = diag(1, −1), take

c_0 = a ⊗ I, c_1 = Z ⊗ a.

The sign in Z makes the two modes anticommute.

```lean
/-- Two annihilation operators written as four-by-four matrices. -/
def twoModes : Fin 2 → Matrix (Fin 4) (Fin 4) ℂ :=
  ![!![0, 0, 1, 0; 0, 0, 0, 1; 0, 0, 0, 0; 0, 0, 0, 0],
    !![0, 1, 0, 0; 0, 0, 0, 0; 0, 0, 0, -1; 0, 0, 0, 0]]
```

Here the star is the conjugate transpose, and the relations are verified entry by entry for each pair of modes.

```lean
/-- The two explicit matrices satisfy the canonical anticommutation relations. -/
theorem twoModes_witness : IsCAR twoModes := by
  constructor
  · intro i j
    ext a b
    fin_cases i <;> fin_cases j <;> fin_cases a <;> fin_cases b <;>
      simp [twoModes]
  · intro i j
    ext a b
    -- write the products in entries before inserting the explicit matrices
    simp only [Matrix.add_apply, Matrix.mul_apply, Matrix.star_apply, Fin.sum_univ_four]
    fin_cases i <;> fin_cases j <;> fin_cases a <;> fin_cases b <;>
      simp [twoModes]

end

end QuadraticFermionUniqueness
```

```lean
#print axioms QuadraticFermionUniqueness.quadHam_eq_scalar_iff
-- 'QuadraticFermionUniqueness.quadHam_eq_scalar_iff' depends on axioms: [propext, Classical.choice, Quot.sound]
#print axioms QuadraticFermionUniqueness.coefficients_unique
-- 'QuadraticFermionUniqueness.coefficients_unique' depends on axioms: [propext, Classical.choice, Quot.sound]
```
